# The energy variance of a two-level system with energies a and b and mean energy R is (R − a)(b − R)

The theorem `twoLevel_threshold` concerns the Hamiltonian on ℂ² that is diagonal with real energies a and b. It states that this Hamiltonian is Hermitian, that it has no eigenvalue strictly between a and b, and that every unit state with mean energy R has energy variance (R − a)(b − R). The first two claims are proved by working in components. For the variance, the attempt shows that (H − a)x and (H − b)x are orthogonal, then uses the earlier identity `re_inner_shifted`, by which the real part of their overlap is the variance plus (R − a)(R − b).

The first attempt, which Lean rejects:

```lean
import Mathlib

open scoped ComplexConjugate

namespace TwoLevelThreshold

noncomputable section

variable {V : Type*} [NormedAddCommGroup V] [InnerProductSpace ℂ V]

/-- The energy levels of `H`: its real eigenvalues. -/
def levels (H : V →ₗ[ℂ] V) : Set ℝ :=
  {μ | Module.End.HasEigenvalue H (μ : ℂ)}

/-- The mean energy of a unit state `x`, the real part of `⟨x, H x⟩`. -/
def mean (H : V →ₗ[ℂ] V) (x : V) : ℝ :=
  (inner ℂ x (H x)).re

/-- The energy variance of a unit state `x`: the squared norm of the residual `H x - R x`,
where `R` is the mean energy. -/
def variance (H : V →ₗ[ℂ] V) (x : V) : ℝ :=
  ‖H x - (mean H x : ℂ) • x‖ ^ 2

/-- For a unit state, the overlap of `(H - p) x` with `(H - q) x` has real part
`v + (R - p) (R - q)`, where `R` is the mean and `v` the variance. -/
theorem re_inner_shifted (H : V →ₗ[ℂ] V) {x : V} (hx : ‖x‖ = 1) (p q : ℝ) :
    (inner ℂ (H x - (p : ℂ) • x) (H x - (q : ℂ) • x)).re
      = variance H x + (mean H x - p) * (mean H x - q) := by
  have hsq : ∀ z : V, (inner ℂ z z).re = ‖z‖ ^ 2 := fun z =>
    inner_self_eq_norm_sq (𝕜 := ℂ) z
  have h1 : (inner ℂ x x).re = 1 := by rw [hsq, hx]; norm_num
  have h2 : (inner ℂ x (H x)).re = mean H x := rfl
  have h3 : (inner ℂ (H x) x).re = mean H x := by
    rw [← inner_conj_symm (H x) x, Complex.conj_re, h2]
  -- expand the overlap for arbitrary shifts
  have key : ∀ s t : ℝ, (inner ℂ (H x - (s : ℂ) • x) (H x - (t : ℂ) • x)).re
      = ‖H x‖ ^ 2 - (s + t) * mean H x + s * t := by
    intro s t
    simp only [inner_sub_left, inner_sub_right, inner_smul_left, inner_smul_right,
      Complex.conj_ofReal, Complex.sub_re, Complex.re_ofReal_mul, h1, h2, h3, hsq (H x)]
    ring
  -- the variance is the case in which both shifts equal the mean
  have hv : variance H x = ‖H x‖ ^ 2 - (mean H x + mean H x) * mean H x
      + mean H x * mean H x := by
    rw [← key, hsq]
    rfl
  rw [key, hv]
  ring

variable [FiniteDimensional ℂ V]

/-- The two-level Hamiltonian that is diagonal with energies `a` and `b`. -/
def twoLevel (a b : ℝ) : EuclideanSpace ℂ (Fin 2) →ₗ[ℂ] EuclideanSpace ℂ (Fin 2) where
  toFun x := !₂[(a : ℂ) * x 0, (b : ℂ) * x 1]
  map_add' x y := by ext i; fin_cases i <;> simp [mul_add]
  map_smul' c x := by ext i; fin_cases i <;> simp <;> ring

/-- The two-level Hamiltonian is Hermitian and has no level in `(a, b)`, and each of its unit
states, with mean `R`, has variance exactly `(R - a) (b - R)`. -/
theorem twoLevel_threshold (a b : ℝ) {x : EuclideanSpace ℂ (Fin 2)} (hx : ‖x‖ = 1) :
    (twoLevel a b).IsSymmetric ∧ levels (twoLevel a b) ∩ Set.Ioo a b = ∅ ∧
      variance (twoLevel a b) x
        = (mean (twoLevel a b) x - a) * (b - mean (twoLevel a b) x) := by
  refine ⟨?_, ?_, ?_⟩
  · intro y z
    simp [PiLp.inner_apply, Fin.sum_univ_two, twoLevel]
    ring
  · refine Set.eq_empty_iff_forall_notMem.2 ?_
    rintro μ ⟨hμ, h1, h2⟩
    have hμ' : Module.End.HasEigenvalue (twoLevel a b) (μ : ℂ) := hμ
    obtain ⟨w, hw⟩ := hμ'.exists_hasEigenvector
    have e0 : (a : ℂ) * w 0 = μ * w 0 :=
      congrArg (fun z : EuclideanSpace ℂ (Fin 2) => z 0) hw.apply_eq_smul
    have e1 : (b : ℂ) * w 1 = μ * w 1 :=
      congrArg (fun z : EuclideanSpace ℂ (Fin 2) => z 1) hw.apply_eq_smul
    have na : (a : ℂ) - μ ≠ 0 := sub_ne_zero.2 (by exact_mod_cast h1.ne)
    have nb : (b : ℂ) - μ ≠ 0 := sub_ne_zero.2 (by exact_mod_cast h2.ne')
    have p0 : ((a : ℂ) - μ) * w 0 = 0 := by linear_combination e0
    have p1 : ((b : ℂ) - μ) * w 1 = 0 := by linear_combination e1
    have z0 : w 0 = 0 := (mul_eq_zero.1 p0).resolve_left na
    have z1 : w 1 = 0 := (mul_eq_zero.1 p1).resolve_left nb
    exact hw.2 (by ext i; fin_cases i <;> simp [z0, z1])
  · -- the two shifted states live on different levels, so they are orthogonal
    have h : inner ℂ (twoLevel a b x - (a : ℂ) • x) (twoLevel a b x - (b : ℂ) • x) = 0 := by
      simp [PiLp.inner_apply, Fin.sum_univ_two, twoLevel]
    have h' := re_inner_shifted (twoLevel a b) hx a b
    rw [h, Complex.zero_re] at h'
    linear_combination -h'

end

end TwoLevelThreshold
```

The compiler's answer:

```
Main.lean:84:90: error: unsolved goals
a b : ℝ
x : EuclideanSpace ℂ (Fin 2)
hx : ‖x‖ = 1
⊢ ↑‖!₂[↑a * x.ofLp 0, ↑b * x.ofLp 1]‖ ^ 2 -
        (↑a * (↑a * x.ofLp 0 * (starRingEnd ℂ) (x.ofLp 0)) + ↑a * (↑b * x.ofLp 1 * (starRingEnd ℂ) (x.ofLp 1))) -
      ↑b *
        (x.ofLp 0 * (↑a * (starRingEnd ℂ) (x.ofLp 0)) + x.ofLp 1 * (↑b * (starRingEnd ℂ) (x.ofLp 1)) - ↑a * ↑‖x‖ ^ 2) =
    0
```

The error is in the proof of `h`, the orthogonality claim. The goal that is left is true, but `simp` has not closed it. It multiplied out the inner product of the two differences, and the inner products of a vector with itself became squared norms, of `x` and of the vector with entries `a * x 0` and `b * x 1`. `PiLp.inner_apply` rewrites inner products, not norms, so these two terms stayed whole while the cross terms were written out in coordinates, and the cancellation was out of reach.

The repair keeps the differences together. `c0` says that the first component of (H − a)x is zero, and `c1` that the second component of (H − b)x is zero. The `rw` then turns the whole inner product into a sum over the two components before anything is multiplied out. Each term now has a zero factor, by `c0` in the first and `c1` in the second, so `inner_zero_left`, `inner_zero_right` and `add_zero` finish the proof.

As a diff, the version that Lean accepts:

```diff
@@ -82,6 +82,9 @@
     exact hw.2 (by ext i; fin_cases i <;> simp [z0, z1])
   · -- the two shifted states live on different levels, so they are orthogonal
+    have c0 : (twoLevel a b x - (a : ℂ) • x) 0 = 0 := by simp [twoLevel]
+    have c1 : (twoLevel a b x - (b : ℂ) • x) 1 = 0 := by simp [twoLevel]
     have h : inner ℂ (twoLevel a b x - (a : ℂ) • x) (twoLevel a b x - (b : ℂ) • x) = 0 := by
-      simp [PiLp.inner_apply, Fin.sum_univ_two, twoLevel]
+      rw [PiLp.inner_apply, Fin.sum_univ_two, c0, c1, inner_zero_left, inner_zero_right,
+        add_zero]
     have h' := re_inner_shifted (twoLevel a b) hx a b
     rw [h, Complex.zero_re] at h'
```
